# The half-chain bond dimension of a ferromagnetic multiplet member depends on its Sz

Take two spins 1/2, both up, and cut between them. Applying the total lowering operator S⁻ once, which lowers Sz by one and keeps the total spin, gives |↓↑⟩ + |↑↓⟩. With rows for the left spin and columns for the right, each in the order up, down, the coefficients after 0, 1 and 2 lowerings are

k = 0: (1 0; 0 0)  k = 1: (0 1; 1 0)  k = 2: (0 0; 0 2)

with ranks 1, 2 and 1. At k = 1 the flipped spin can sit on either side, and each way of sharing the flips adds one to the rank.

## States as functions of the flipped sites

A configuration is the set X of flipped sites, a `Finset ι`, and a state ψ assigns it a complex amplitude. The polarised state `allUp` has amplitude 1 on the empty set.

```lean
import Mathlib

open Finset

namespace FerromagnetBondDimension

noncomputable section

variable {ι α β : Type*} [DecidableEq ι] [DecidableEq α] [DecidableEq β]

/-- The fully polarised state: amplitude one on the configuration without flipped spins.
A configuration is the finite set of flipped sites. -/
def allUp : Finset ι → ℂ := fun X => if X = ∅ then 1 else 0
```

With ħ = 1, the total lowering operator is (S⁻ψ)(X) = Σ_{i∈X} ψ(X∖{i}). Applied k times to `allUp`, it gives the unnormalised `multiplet k`.

```lean
/-- The total spin-lowering operator for spins 1/2: the amplitude of a configuration collects the
amplitudes of the configurations obtained from it by turning one flipped spin back up. -/
def lower (ψ : Finset ι → ℂ) : Finset ι → ℂ := fun X => ∑ i ∈ X, ψ (X.erase i)

/-- The unnormalised member of the ferromagnetic multiplet with `k` flipped spins:
the lowering operator applied `k` times to the fully polarised state. -/
def multiplet (k : ℕ) : Finset ι → ℂ := lower^[k] allUp
```

The cut splits the sites into finite blocks `α` and `β`, of a and b sites. The coefficient matrix C has entries C_AB = ψ(A ∪ B), where A and B are the flipped sites in each block. Its rank is the bond dimension at the cut. The matrix M, `sectorMatrix`, has entry 1 where |A| + |B| = k and 0 elsewhere.

```lean
/-- The coefficient matrix of a state across a cut of the chain into blocks `α` and `β`. -/
def cutMatrix (ψ : Finset (α ⊕ β) → ℂ) : Matrix (Finset α) (Finset β) ℂ :=
  Matrix.of fun A B => ψ (A.disjSum B)

/-- The matrix with entry one where the two blocks together hold `k` flipped spins,
and zero elsewhere. -/
def sectorMatrix (α β : Type*) (k : ℕ) : Matrix (Finset α) (Finset β) ℂ :=
  Matrix.of fun A B => if A.card + B.card = k then 1 else 0
```

No Hamiltonian enters. That these states are ground states of a ferromagnetic Heisenberg chain is physical background, and the theorems concern ranks, not the sizes of singular values.

## (a) Amplitudes of the multiplet member

Show that ψ_k = (S⁻)ᵏψ_0, with ψ_0 the polarised state, satisfies

ψ_k(X) = k! if |X| = k, and 0 otherwise.

Use induction on k. The case k = 0 is the definition. For k + 1, removing a site from X leaves k sites exactly when |X| = k + 1. Then each of the k + 1 terms equals k!, and the sum is (k + 1)!. In the code, `h` evaluates each term and `Finset.sum_const` adds them. On N ≥ k sites the normalised amplitude is 1/√(N choose k).

```lean
/-- The multiplet member with `k` flipped spins has amplitude `k!` on every configuration
with `k` flipped spins and zero on all others. -/
theorem multiplet_apply (k : ℕ) (X : Finset ι) :
    multiplet k X = if X.card = k then (k.factorial : ℂ) else 0 := by
  induction k generalizing X with
  | zero => simp [multiplet, allUp]
  | succ k ih =>
    have step : multiplet (k + 1) X = ∑ i ∈ X, multiplet k (X.erase i) := by
      unfold multiplet
      rw [Function.iterate_succ_apply']
      rfl
    -- each of the flipped sites contributes the same amplitude
    have h : ∀ i ∈ X, multiplet k (X.erase i)
        = if X.card = k + 1 then (k.factorial : ℂ) else 0 := by
      intro i hi
      have hc := Finset.card_erase_add_one hi
      rw [ih]
      by_cases hX : X.card = k + 1
      · rw [if_pos (by omega), if_pos hX]
      · rw [if_neg (by omega), if_neg hX]
    rw [step, Finset.sum_congr rfl h, Finset.sum_const, nsmul_eq_mul]
    by_cases hX : X.card = k + 1
    · rw [if_pos hX, if_pos hX, hX, Nat.factorial_succ, Nat.cast_mul]
    · simp [hX]
```

## (b) The coefficient matrix

Show that, across any cut,

C = k! M.

The blocks are disjoint, so A ∪ B has |A| + |B| elements. Insert this into (a).

```lean
/-- Across any cut, the coefficient matrix of the multiplet member with `k` flipped spins is
`k!` times the zero-one matrix of the sector. -/
theorem cutMatrix_multiplet (k : ℕ) :
    cutMatrix (multiplet k : Finset (α ⊕ β) → ℂ)
      = (k.factorial : ℂ) • sectorMatrix α β k := by
  ext A B
  simp [cutMatrix, sectorMatrix, multiplet_apply, Finset.card_disjSum]
```

## (c) A bond index that counts flips

Let j₀ = max(0, k−b) and j₁ = min(a, k). Show that

M_AB = Σ_r [|A| = j₀ + r] [j₀ + r + |B| = k], r = 0, …, j₁ − j₀,

where a bracket is 1 if its condition holds and 0 otherwise, and the sum is empty if j₁ < j₀.

If |A| + |B| = k, then |A| ≤ a, |A| ≤ k and |B| ≤ b place |A| between j₀ and j₁, so exactly one r contributes. Otherwise no r satisfies both conditions. The two cases are the two branches of `by_cases h`. In Lean, subtraction of natural numbers stops at zero, so `k - Fintype.card β` is j₀.

```lean
variable [Fintype α] [Fintype β]

omit [DecidableEq α] [DecidableEq β] in
/-- The sector matrix factors through a bond index that records how many of the `k` flipped
spins sit in the left block. -/
theorem sectorMatrix_factor (k : ℕ) :
    sectorMatrix α β k =
      (Matrix.of fun (A : Finset α)
        (r : Fin (min (Fintype.card α) k + 1 - (k - Fintype.card β))) =>
          if A.card = (k - Fintype.card β) + (r : ℕ) then (1 : ℂ) else 0) *
      (Matrix.of fun (r : Fin (min (Fintype.card α) k + 1 - (k - Fintype.card β)))
        (B : Finset β) =>
          if (k - Fintype.card β) + (r : ℕ) + B.card = k then (1 : ℂ) else 0) := by
  ext A B
  have hA := Finset.card_le_univ A
  have hB := Finset.card_le_univ B
  simp only [sectorMatrix, Matrix.mul_apply, Matrix.of_apply]
  by_cases h : A.card + B.card = k
  · -- exactly one value of the bond index contributes
    obtain ⟨r, hr⟩ : ∃ r : Fin (min (Fintype.card α) k + 1 - (k - Fintype.card β)),
        (k - Fintype.card β) + (r : ℕ) = A.card :=
      ⟨⟨A.card - (k - Fintype.card β), by omega⟩, Nat.add_sub_of_le (by omega)⟩
    rw [if_pos h, Finset.sum_eq_single r]
    · rw [if_pos hr.symm, if_pos (by omega), one_mul]
    · intro s _ hs
      have hne : ¬ A.card = (k - Fintype.card β) + (s : ℕ) :=
        fun e => hs (Fin.ext (by omega))
      rw [if_neg hne, zero_mul]
    · intro hr'
      exact absurd (Finset.mem_univ r) hr'
  · rw [if_neg h]
    symm
    apply Finset.sum_eq_zero
    intro s _
    by_cases e : A.card = (k - Fintype.card β) + (s : ℕ)
    · rw [if_neg (by omega : ¬ (k - Fintype.card β) + (s : ℕ) + B.card = k), mul_zero]
    · rw [if_neg e, zero_mul]
```

## (d) Rank of the zero-one matrix

Show that, for k ≤ a + b,

rank M = min(a, k) + 1 − max(0, k−b),

and that the rank is 0 for larger k.

Let D be the number of values of r in (c). The factorisation gives rank M ≤ D. For the reverse, choose for each r sets A_r and B_r with j₀ + r and k − j₀ − r elements. Then M has entry 1 at (A_r, B_s) exactly when r = s, which is a D × D identity submatrix. In the code `f` and `g` make the choice, `P` and `Q` select the rows and columns, and `key` states P M Q = 1.

```lean
/-- For block sizes `a` and `b`, the rank of the sector matrix is
`min(a,k) + 1 - max(0,k-b)` if `k ≤ a + b`, and zero for larger `k`. -/
theorem rank_sectorMatrix (k : ℕ) :
    (sectorMatrix α β k).rank
      = min (Fintype.card α) k + 1 - (k - Fintype.card β) := by
  apply le_antisymm
  · rw [sectorMatrix_factor]
    exact (Matrix.rank_mul_le_left _ _).trans
      ((Matrix.rank_le_card_width _).trans_eq (Fintype.card_fin _))
  · obtain ⟨D, hD⟩ : ∃ D, D = min (Fintype.card α) k + 1 - (k - Fintype.card β) := ⟨_, rfl⟩
    rw [← hD]
    -- one configuration of each block for every allowed sharing
    choose f _ hf using fun r : Fin D =>
      Finset.exists_subset_card_eq (s := (Finset.univ : Finset α))
        (n := (k - Fintype.card β) + (r : ℕ))
        (by have hr := r.isLt; rw [Finset.card_univ]; omega)
    choose g _ hg using fun r : Fin D =>
      Finset.exists_subset_card_eq (s := (Finset.univ : Finset β))
        (n := k - ((k - Fintype.card β) + (r : ℕ))) (by rw [Finset.card_univ]; omega)
    let P : Matrix (Fin D) (Finset α) ℂ := Matrix.of fun r A => if A = f r then 1 else 0
    let Q : Matrix (Finset β) (Fin D) ℂ := Matrix.of fun B s => if B = g s then 1 else 0
    -- the selected submatrix is the identity
    have key : P * sectorMatrix α β k * Q = 1 := by
      ext r s
      have e : (P * sectorMatrix α β k * Q) r s = sectorMatrix α β k (f r) (g s) := by
        simp [P, Q, Matrix.mul_apply]
      have hr := r.isLt
      have hs := s.isLt
      rw [e, Matrix.one_apply]
      simp only [sectorMatrix, Matrix.of_apply, hf, hg]
      by_cases h : r = s
      · have h' : (r : ℕ) = s := by rw [h]
        rw [if_pos (by omega), if_pos h]
      · have h' : (r : ℕ) ≠ s := fun e => h (Fin.ext e)
        rw [if_neg (by omega), if_neg h]
    calc D = (1 : Matrix (Fin D) (Fin D) ℂ).rank := by rw [Matrix.rank_one, Fintype.card_fin]
      _ = (P * sectorMatrix α β k * Q).rank := by rw [key]
      _ ≤ (P * sectorMatrix α β k).rank := Matrix.rank_mul_le_left _ _
      _ ≤ (sectorMatrix α β k).rank := Matrix.rank_mul_le_right _ _
```

## (e) Bond dimension for any cut

Show that, for k ≤ a + b,

rank C = min(a, k) + 1 − max(0, k−b),

and again 0 for larger k.

By (b), C = (k!·1)M and M = ((1/k!)·1)C. A product has at most the rank of its right factor, so the ranks agree. Normalising the state changes nothing, for the same reason.

```lean
/-- Across a cut into blocks of `a` and `b` sites, the state obtained by lowering the fully
polarised state `k` times has bond dimension `min(a,k) + 1 - max(0,k-b)` if `k ≤ a + b`,
and zero for larger `k`. -/
theorem rank_cutMatrix_multiplet (k : ℕ) :
    (cutMatrix (multiplet k : Finset (α ⊕ β) → ℂ)).rank
      = min (Fintype.card α) k + 1 - (k - Fintype.card β) := by
  have hc : (k.factorial : ℂ) ≠ 0 := Nat.cast_ne_zero.mpr (Nat.factorial_ne_zero k)
  rw [← rank_sectorMatrix k, cutMatrix_multiplet]
  -- a nonzero factor does not change the rank
  apply le_antisymm
  · have h : (k.factorial : ℂ) • sectorMatrix α β k
        = ((k.factorial : ℂ) • (1 : Matrix (Finset α) (Finset α) ℂ)) * sectorMatrix α β k := by
      rw [Matrix.smul_mul, Matrix.one_mul]
    rw [h]
    exact Matrix.rank_mul_le_right _ _
  · have h : ((k.factorial : ℂ)⁻¹ • (1 : Matrix (Finset α) (Finset α) ℂ))
        * ((k.factorial : ℂ) • sectorMatrix α β k) = sectorMatrix α β k := by
      rw [Matrix.smul_mul, Matrix.one_mul, smul_smul, inv_mul_cancel₀ hc, one_smul]
    have h' := Matrix.rank_mul_le_right
      ((k.factorial : ℂ)⁻¹ • (1 : Matrix (Finset α) (Finset α) ℂ))
      ((k.factorial : ℂ) • sectorMatrix α β k)
    rw [h] at h'
    exact h'
```

## (f) Two equal halves

For a = b = n and k ≤ 2n, show that

rank M = min(k, 2n−k) + 1.

For k ≤ n, (d) gives k + 1. For k ≥ n it gives n + 1 − (k−n) = 2n − k + 1. `omega` does this case split.

```lean
/-- For two halves of `n` sites and `k ≤ 2n`, the zero-one matrix of the sector with `k`
flipped spins has rank `min(k, 2n-k) + 1`. -/
theorem rank_halfChain (n k : ℕ) (hk : k ≤ 2 * n) :
    (sectorMatrix (Fin n) (Fin n) k).rank = min k (2 * n - k) + 1 := by
  rw [rank_sectorMatrix k]
  simp only [Fintype.card_fin]
  omega
```

## (g) The dependence on Sz

With Sz = n − k and k ≤ 2n, show that

rank C = n + 1 − |Sz|.

By (e), the rank is k + 1 = n + 1 − Sz for Sz ≥ 0 and 2n − k + 1 = n + 1 + Sz for Sz ≤ 0. The Lean equation is between integers, since Sz can be negative.

Some upper bound on k is needed: for n = 1 and k = 4 the state vanishes and the rank is 0, but the right side is −1.

In a calculation on a finite chain of 20 spins, C is a 1024 × 1024 matrix. Its singular value decomposition has 11 nonzero values at Sz = 0 and one at Sz = 10, so a matrix product state with open boundaries that represents these members exactly needs bond dimension 11 and 1, respectively, at the central bond.

```lean
/-- In a chain of `2n` spins 1/2 with `k ≤ 2n` of them flipped, so that `Sz = n - k`, the
half-chain bond dimension of the multiplet member is `n + 1 - |Sz|`. -/
theorem rank_halfChain_Sz (n k : ℕ) (hk : k ≤ 2 * n) :
    ((cutMatrix (multiplet k : Finset (Fin n ⊕ Fin n) → ℂ)).rank : ℤ)
      = n + 1 - |(n : ℤ) - k| := by
  rw [rank_cutMatrix_multiplet k]
  simp only [Fintype.card_fin]
  rcases abs_cases ((n : ℤ) - k) with ⟨h, _⟩ | ⟨h, _⟩ <;> rw [h] <;> omega

end

end FerromagnetBondDimension
```

```lean
#print axioms FerromagnetBondDimension.rank_halfChain
#print axioms FerromagnetBondDimension.rank_halfChain_Sz
```

```
'FerromagnetBondDimension.rank_halfChain' depends on axioms: [propext, Classical.choice, Quot.sound]
'FerromagnetBondDimension.rank_halfChain_Sz' depends on axioms: [propext, Classical.choice, Quot.sound]
```
